# The Chebyshev limit on damping every mode of a spectral interval with n linear mixing steps

## Retune the steps or change the preconditioner?

When a self-consistent-field (SCF) calculation with linear mixing converges slowly, one can retune the step sizes or change the preconditioner. Estimates $m$ and $L$ of the smallest and largest eigenvalue of the linearised problem help to decide, because they limit what any choice of step sizes fixed in advance can guarantee.

Near the solution, let the error component along an eigenvector with eigenvalue $u$ be $e_k$ after $k$ steps. Mixing with step size $\alpha_k$ gives

$$e_{k+1}=(1-\alpha_k u)\,e_k,\qquad e_n=p(u)\,e_0,\qquad p(u)=\prod_{k=0}^{n-1}(1-\alpha_k u).$$

So $p$ has degree at most $n$ and $p(0)=1$. The eigenvalues belong to the Jacobian of the residual, taken as input minus output and with the preconditioner included. They are assumed to be real and to lie in $[m,L]$ with $0<m$, so that a small enough positive constant step damps every mode.

## The bound

For $0<m<L$ put

$$\sigma=\frac{L+m}{L-m},\qquad r=\frac{\sqrt L-\sqrt m}{\sqrt L+\sqrt m},$$

and let $T_n$ be the Chebyshev polynomial: $T_0=1$, $T_1=x$, $T_{n+2}=2xT_{n+1}-T_n$. Every real polynomial $p$ of degree at most $n$ with $p(0)=1$ satisfies

$$\max_{x\in[m,L]}|p(x)|\;\ge\;\frac1{T_n(\sigma)}\;\ge\; r^n .$$

For $L/m=100$ the rate is $r=9/11$. In this linearised model, reducing every mode in the interval to $10^{-6}$ of its initial size therefore takes at least 73 steps, whatever the schedule, by the bound $1/T_n(\sigma)$. The simpler bound $r^n$ alone gives only 69.

## The value at σ

If $rs=1$, then $T_n\big(\tfrac{r+s}2\big)=\tfrac{r^n+s^n}2$. This holds for $n=0,1$, and the recursion carries it on:

$$(r+s)\frac{r^{n+1}+s^{n+1}}2-\frac{r^n+s^n}2=\frac{r^{n+2}+s^{n+2}}2+(rs-1)\frac{r^n+s^n}2 .$$

With $a=\sqrt L$ and $b=\sqrt m$,

$$r+\frac1r=\frac{(a-b)^2+(a+b)^2}{(a+b)(a-b)}=\frac{2(a^2+b^2)}{a^2-b^2}=2\sigma .$$

Hence $T_n(\sigma)=(r^n+r^{-n})/2$. Since $0<r^n\le1\le r^{-n}$, this lies between $r^{-n}/2$ and $r^{-n}$, so

$$r^n\le \frac1{T_n(\sigma)}\le 2r^n .$$

## Too many roots

Let $c=1/T_n(\sigma)$ and suppose $|p|<c$ on all of $[m,L]$. Substitute $x=\frac{L+m}2-\frac{L-m}2t$ and write $P(t)=p(x)$. Then $|P|<c$ on $[-1,1]$. The point $t=\sigma>1$ corresponds to $x=0$, so $P(\sigma)=1=cT_n(\sigma)$.

The difference $D=cT_n-P$ has degree at most $n$ and vanishes at $\sigma$. Because $T_n(\cos\theta)=\cos n\theta$, the points $t_k=\cos(k\pi/n)$, $k=0,\dots,n$, give $T_n(t_k)=(-1)^k$ (for $n=0$ take $t_0=1$). Therefore

$$(-1)^kD(t_k)=c-(-1)^kP(t_k)>0 .$$

$D$ changes sign between neighbouring points, which gives $n$ distinct roots below 1. With $\sigma$ there are $n+1$, so $D=0$. This contradicts $D(t_0)>0$.

The bound is attained by

$$p_*(x)=\frac{1}{T_n(\sigma)}\,T_n\!\Big(\frac{L+m-2x}{L-m}\Big),$$

since $p_*(0)=1$ and the argument of $T_n$ stays in $[-1,1]$ for $x\in[m,L]$.

## How the Lean statements read

`originImage m L` is $\sigma$, `rate m L` is $r$, and `Chebyshev.T ℝ (n : ℤ)` is $T_n$, which Mathlib indexes by integers. The hypotheses on $p$ are `p.natDegree ≤ n` and `p.eval 0 = 1`.

- `polynomial_acceleration_limit` expresses the maximum as a point $x\in[m,L]$ where $|p(x)|\ge1/T_n(\sigma)$, and adds $r^n\le1/T_n(\sigma)$.
- `chebyshev_minimax` says that $1/T_n(\sigma)$ is the least uniform bound available to such polynomials. It does not address uniqueness of the optimal polynomial.
- `mixing_schedule_limit` concerns `modeError`, the recursion for $e_k$. For every schedule `α` and every `n`, some $u\in[m,L]$ satisfies $|e_n|\ge r^n|e_0|$ for all initial errors.

The order of quantifiers in the last theorem is easily got wrong. No single $u$ is bad for all schedules: for $n\ge1$, the choice $\alpha_0=1/u$ removes that mode at once.

The model is linear, treats one real mode at a time and fixes the schedule in advance. It does not describe nonlinear SCF behaviour or step sizes adapted to the residuals.

The statement could also be modelled with a matrix and its finite list of eigenvalues in place of the interval. The bound would then depend on the whole list and could be much smaller. If only $m$ and $L$ occur, the two steps $1/m$ and $1/L$ remove both modes. The interval version describes what can be guaranteed from $m$ and $L$ alone.

## The file

```lean
import Mathlib

open Polynomial

namespace PolynomialAccelerationLimit

noncomputable section

/-- The point `(L + m) / (L - m)` to which the origin is carried when the spectral interval
`[m, L]` is rescaled to `[-1, 1]` with reversed orientation; meant for `m < L`. -/
def originImage (m L : ℝ) : ℝ := (L + m) / (L - m)

/-- The rate `(√L - √m) / (√L + √m)`; meant for `0 < m < L`. -/
def rate (m L : ℝ) : ℝ := (√L - √m) / (√L + √m)

/-- The error of one mode with eigenvalue `u` under linear mixing with step sizes `α k`,
starting from the error `e₀`. -/
def modeError (α : ℕ → ℝ) (u e₀ : ℝ) : ℕ → ℝ
  | 0 => e₀
  | k + 1 => modeError α u e₀ k - α k * (u * modeError α u e₀ k)

/-- The three-term recursion of the Chebyshev polynomials, for natural indices. -/
theorem chebyshev_recursion (n : ℕ) :
    Chebyshev.T ℝ ((n + 2 : ℕ) : ℤ) =
      2 * X * Chebyshev.T ℝ ((n + 1 : ℕ) : ℤ) - Chebyshev.T ℝ (n : ℤ) := by
  push_cast
  exact Chebyshev.T_add_two ℝ n

/-- The Chebyshev polynomial `T_n` has degree at most `n`. -/
theorem chebyshev_degree_le : ∀ n : ℕ, (Chebyshev.T ℝ (n : ℤ)).natDegree ≤ n
  | 0 => by simp
  | 1 => by simp
  | n + 2 => by
    have h1 := chebyshev_degree_le (n + 1)
    have h0 := chebyshev_degree_le n
    rw [chebyshev_recursion]
    refine (natDegree_sub_le _ _).trans (max_le ?_ (by omega))
    have h2 : (2 * X : ℝ[X]).natDegree ≤ 1 := by compute_degree
    exact natDegree_mul_le.trans (by omega)

/-- If `r s = 1`, then `T_n` takes the value `(r^n + s^n) / 2` at `(r + s) / 2`. -/
theorem chebyshev_closed_form {r s : ℝ} (h : r * s = 1) :
    ∀ n : ℕ, (Chebyshev.T ℝ (n : ℤ)).eval ((r + s) / 2) = (r ^ n + s ^ n) / 2
  | 0 => by simp
  | 1 => by simp
  | n + 2 => by
    have h1 := chebyshev_closed_form h (n + 1)
    have h0 := chebyshev_closed_form h n
    rw [chebyshev_recursion, eval_sub, eval_mul, eval_mul, eval_X, h1, h0, eval_ofNat]
    linear_combination (r ^ n + s ^ n) / 2 * h

/-- A polynomial of degree at most `n` that stays strictly below `c` in modulus on `[-1, 1]`
cannot take the value `c T_n(σ)` at a point `σ > 1`. -/
theorem chebyshev_obstruction (n : ℕ) (P : ℝ[X]) (hdeg : P.natDegree ≤ n) (c : ℝ)
    (h : ∀ t ∈ Set.Icc (-1 : ℝ) 1, |P.eval t| < c) {σ : ℝ} (hσ : 1 < σ) :
    P.eval σ ≠ c * (Chebyshev.T ℝ (n : ℤ)).eval σ := by
  intro heq
  let D : ℝ[X] := C c * Chebyshev.T ℝ (n : ℤ) - P
  have hD : D.natDegree ≤ n := (natDegree_sub_le _ _).trans
    (max_le ((natDegree_C_mul_le _ _).trans (chebyshev_degree_le n)) hdeg)
  let t : ℕ → ℝ := fun k => Real.cos (k * Real.pi / n)
  -- the difference alternates in sign at the Chebyshev extrema
  have hsign : ∀ k ≤ n, 0 < (-1 : ℝ) ^ k * D.eval (t k) := by
    intro k hk
    have harg : (n : ℝ) * (k * Real.pi / n) = k * Real.pi := by
      rcases Nat.eq_zero_or_pos n with h0 | h0
      · have hk0 : k = 0 := by omega
        simp [hk0]
      · have : (n : ℝ) ≠ 0 := by positivity
        exact mul_div_cancel₀ _ this
    have hT : (Chebyshev.T ℝ (n : ℤ)).eval (t k) = (-1) ^ k := by
      change (Chebyshev.T ℝ (n : ℤ)).eval (Real.cos (k * Real.pi / n)) = _
      rw [Chebyshev.T_real_cos, Int.cast_natCast, harg, Real.cos_nat_mul_pi]
    have hP := abs_lt.1 (h (t k) ⟨Real.neg_one_le_cos _, Real.cos_le_one _⟩)
    have hev : D.eval (t k) = c * (-1) ^ k - P.eval (t k) := by
      simp only [D, eval_sub, eval_mul, eval_C, hT]
    rw [hev]
    rcases neg_one_pow_eq_or ℝ k with hs | hs <;> rw [hs] <;> linarith [hP.1, hP.2]
  have hanti : ∀ i j, i < j → j ≤ n → t j < t i := by
    intro i j hij hj
    have hn : (0 : ℝ) < n := by exact_mod_cast (by omega : 0 < n)
    have hij' : (i : ℝ) < j := by exact_mod_cast hij
    have hj' : (j : ℝ) ≤ n := by exact_mod_cast hj
    apply Real.cos_lt_cos_of_nonneg_of_le_pi
    · positivity
    · rw [div_le_iff₀ hn]
      nlinarith [Real.pi_pos]
    · exact div_lt_div_of_pos_right (mul_lt_mul_of_pos_right hij' Real.pi_pos) hn
  -- a root between any two neighbouring extrema
  have hroot : ∀ k, k < n → ∃ z, t (k + 1) < z ∧ z < t k ∧ D.eval z = 0 := by
    intro k hk
    have h0 := hsign k hk.le
    have h1 := hsign (k + 1) hk
    rw [pow_succ] at h1
    have hc : ContinuousOn (fun x => (-1 : ℝ) ^ k * D.eval x) (Set.Icc (t (k + 1)) (t k)) :=
      (continuous_const.mul D.continuous).continuousOn
    obtain ⟨z, hz, hz0⟩ := intermediate_value_Ioo (hanti k (k + 1) (by omega) hk).le hc
      (show (0 : ℝ) ∈ Set.Ioo _ _ from ⟨by linarith, h0⟩)
    exact ⟨z, hz.1, hz.2, (mul_eq_zero.1 hz0).resolve_left (pow_ne_zero _ (by norm_num))⟩
  choose! z hz using hroot
  have hzlt : ∀ i j, i < j → j < n → z j < z i := by
    intro i j hij hj
    have h1 := (hz j hj).2.1
    have h2 := (hz i (by omega)).1
    rcases Nat.eq_or_lt_of_le (Nat.succ_le_of_lt hij) with he | hl
    · rw [← he] at h1 ⊢
      exact h1.trans h2
    · exact (h1.trans (hanti (i + 1) j hl hj.le)).trans h2
  have hinj : Set.InjOn z (Finset.range n : Set ℕ) := by
    intro i hi j hj hij
    have hi' : i < n := by simpa using hi
    have hj' : j < n := by simpa using hj
    rcases lt_trichotomy i j with hl | he | hl
    · exact absurd hij (hzlt i j hl hj').ne'
    · exact he
    · exact absurd hij (hzlt j i hl hi').ne
  have hnot : σ ∉ (Finset.range n).image z := by
    intro hmem
    obtain ⟨k, hk, hkσ⟩ := Finset.mem_image.1 hmem
    have h1 := (hz k (Finset.mem_range.1 hk)).2.1
    have h2 : t k ≤ 1 := Real.cos_le_one _
    linarith
  -- together with `σ` there are too many roots
  have hzero : D = 0 := by
    apply eq_zero_of_natDegree_lt_card_of_eval_eq_zero' D (insert σ ((Finset.range n).image z))
    · intro x hx
      rcases Finset.mem_insert.1 hx with hx | hx
      · rw [hx]
        simp only [D, eval_sub, eval_mul, eval_C, heq, sub_self]
      · obtain ⟨k, hk, rfl⟩ := Finset.mem_image.1 hx
        exact (hz k (Finset.mem_range.1 hk)).2.2
    · rw [Finset.card_insert_of_notMem hnot, Finset.card_image_of_injOn hinj, Finset.card_range]
      omega
  have hlast := hsign 0 (Nat.zero_le n)
  rw [hzero] at hlast
  simp at hlast

/-- For `0 < m < L` the value `T_n((L + m) / (L - m))` is positive, and its inverse lies
between `r^n` and `2 r^n`, where `r` is the rate. -/
theorem rate_window {m L : ℝ} (hm : 0 < m) (hmL : m < L) (n : ℕ) :
    0 < (Chebyshev.T ℝ (n : ℤ)).eval (originImage m L) ∧
    rate m L ^ n ≤ 1 / (Chebyshev.T ℝ (n : ℤ)).eval (originImage m L) ∧
    1 / (Chebyshev.T ℝ (n : ℤ)).eval (originImage m L) ≤ 2 * rate m L ^ n := by
  have hb : 0 < √m := Real.sqrt_pos.2 hm
  have hab : √m < √L := Real.sqrt_lt_sqrt hm.le hmL
  have hr0 : 0 < rate m L := div_pos (by linarith) (by linarith)
  have hr1 : rate m L ≤ 1 := (div_le_one (by linarith)).2 (by linarith)
  have key : ∀ a b : ℝ, 0 < b → b < a →
      (a ^ 2 + b ^ 2) / (a ^ 2 - b ^ 2) = ((a - b) / (a + b) + ((a - b) / (a + b))⁻¹) / 2 := by
    intro a b hb hab
    have h1 : a - b ≠ 0 := by linarith
    have h2 : a + b ≠ 0 := by linarith
    have h3 : a ^ 2 - b ^ 2 = (a - b) * (a + b) := by ring
    rw [h3, inv_div, div_add_div _ _ h2 h1, div_div, div_eq_div_iff (mul_ne_zero h1 h2)
      (mul_ne_zero (mul_ne_zero h2 h1) two_ne_zero)]
    ring
  have hσ : originImage m L = (rate m L + (rate m L)⁻¹) / 2 := by
    have h := key (√L) (√m) hb hab
    rw [Real.sq_sqrt (hm.trans hmL).le, Real.sq_sqrt hm.le] at h
    exact h
  have hT := chebyshev_closed_form (mul_inv_cancel₀ hr0.ne') n
  rw [← hσ] at hT
  have ha : 0 < rate m L ^ n := pow_pos hr0 n
  have ha1 : rate m L ^ n ≤ 1 := pow_le_one₀ hr0.le hr1
  have hi : 0 < (rate m L)⁻¹ ^ n := pow_pos (inv_pos.2 hr0) n
  have hprod : rate m L ^ n * (rate m L)⁻¹ ^ n = 1 := by
    rw [← mul_pow, mul_inv_cancel₀ hr0.ne', one_pow]
  have hpos : 0 < (Chebyshev.T ℝ (n : ℤ)).eval (originImage m L) := by
    rw [hT]
    linarith
  refine ⟨hpos, ?_, ?_⟩
  · rw [le_div_iff₀ hpos, hT]
    nlinarith
  · rw [div_le_iff₀ hpos, hT]
    nlinarith

/-- Every polynomial of degree at most `n` with value one at the origin has modulus at least
`1 / T_n((L + m) / (L - m))` somewhere on `[m, L]`, and this bound is at least `r^n`. -/
theorem polynomial_acceleration_limit {m L : ℝ} (hm : 0 < m) (hmL : m < L) {n : ℕ} {p : ℝ[X]}
    (hdeg : p.natDegree ≤ n) (hp : p.eval 0 = 1) :
    (∃ x ∈ Set.Icc m L,
      1 / (Chebyshev.T ℝ (n : ℤ)).eval (originImage m L) ≤ |p.eval x|) ∧
    rate m L ^ n ≤ 1 / (Chebyshev.T ℝ (n : ℤ)).eval (originImage m L) := by
  obtain ⟨hpos, hlow, -⟩ := rate_window hm hmL n
  refine ⟨?_, hlow⟩
  by_contra hcon
  have hd : 0 < L - m := sub_pos.2 hmL
  -- rescale the spectral interval to `[-1, 1]`
  let A : ℝ[X] := C ((L + m) / 2) - C ((L - m) / 2) * X
  have hA : A.natDegree ≤ 1 := by
    dsimp only [A]
    compute_degree
  have hq : (p.comp A).natDegree ≤ n := by
    rw [natDegree_comp]
    exact (Nat.mul_le_mul hdeg hA).trans (by omega)
  have hev : ∀ t, (p.comp A).eval t = p.eval ((L + m) / 2 - (L - m) / 2 * t) := by
    intro t
    simp only [A, eval_comp, eval_sub, eval_mul, eval_C, eval_X]
  refine chebyshev_obstruction n (p.comp A) hq _ ?_
    (show 1 < originImage m L from (one_lt_div hd).2 (by linarith))
    (?_ : _ = 1 / (Chebyshev.T ℝ (n : ℤ)).eval (originImage m L) * _)
  · intro t ht
    rw [hev]
    refine lt_of_not_ge fun hge => hcon ⟨_, ⟨?_, ?_⟩, hge⟩
    · nlinarith [mul_nonneg hd.le (sub_nonneg.2 ht.2)]
    · nlinarith [mul_nonneg hd.le (neg_le_iff_add_nonneg.1 ht.1)]
  · have h0 : (L + m) / 2 - (L - m) / 2 * originImage m L = 0 := by
      have h1 : (L - m) * originImage m L = L + m := mul_div_cancel₀ _ hd.ne'
      linear_combination -h1 / 2
    rw [hev, h0, hp, one_div_mul_cancel hpos.ne']

/-- The number `1 / T_n((L + m) / (L - m))` is the least uniform bound on `[m, L]` that a
polynomial of degree at most `n` with value one at the origin can satisfy. -/
theorem chebyshev_minimax {m L : ℝ} (hm : 0 < m) (hmL : m < L) (n : ℕ) :
    IsLeast {M : ℝ | ∃ p : ℝ[X], p.natDegree ≤ n ∧ p.eval 0 = 1 ∧
        ∀ x ∈ Set.Icc m L, |p.eval x| ≤ M}
      (1 / (Chebyshev.T ℝ (n : ℤ)).eval (originImage m L)) := by
  obtain ⟨hpos, -, -⟩ := rate_window hm hmL n
  have hd : 0 < L - m := sub_pos.2 hmL
  constructor
  · -- the shifted and normalised Chebyshev polynomial attains the bound
    let A : ℝ[X] := C (originImage m L) - C (2 / (L - m)) * X
    have hA : A.natDegree ≤ 1 := by
      dsimp only [A]
      compute_degree
    refine ⟨C (1 / (Chebyshev.T ℝ (n : ℤ)).eval (originImage m L)) *
      (Chebyshev.T ℝ (n : ℤ)).comp A, ?_, ?_, ?_⟩
    · refine (natDegree_C_mul_le _ _).trans ?_
      rw [natDegree_comp]
      exact (Nat.mul_le_mul (chebyshev_degree_le n) hA).trans (by omega)
    · simp only [A, eval_mul, eval_C, eval_comp, eval_sub, eval_X, mul_zero, sub_zero]
      exact one_div_mul_cancel hpos.ne'
    · intro x hx
      have hAx : A.eval x = (L + m - 2 * x) / (L - m) := by
        simp only [A, originImage, eval_sub, eval_mul, eval_C, eval_X]
        ring
      have hlo : -1 ≤ A.eval x := by
        rw [hAx, le_div_iff₀ hd]
        linarith [hx.2]
      have hhi : A.eval x ≤ 1 := by
        rw [hAx, div_le_iff₀ hd]
        linarith [hx.1]
      have hT : |(Chebyshev.T ℝ (n : ℤ)).eval (A.eval x)| ≤ 1 := by
        rw [← Real.cos_arccos hlo hhi, Chebyshev.T_real_cos]
        exact Real.abs_cos_le_one _
      rw [eval_mul, eval_C, eval_comp, abs_mul, abs_of_pos (one_div_pos.2 hpos)]
      exact mul_le_of_le_one_right (one_div_pos.2 hpos).le hT
  · rintro M ⟨p, hdeg, hp, hM⟩
    obtain ⟨x, hx, hlow⟩ := (polynomial_acceleration_limit hm hmL hdeg hp).1
    exact hlow.trans (hM x hx)

/-- For every schedule of mixing steps there is an eigenvalue in `[m, L]` whose mode retains,
after `n` steps, at least the fraction `r^n` of its initial error. -/
theorem mixing_schedule_limit {m L : ℝ} (hm : 0 < m) (hmL : m < L) (α : ℕ → ℝ) (n : ℕ) :
    ∃ u ∈ Set.Icc m L, ∀ e₀ : ℝ, rate m L ^ n * |e₀| ≤ |modeError α u e₀ n| := by
  -- `n` mixing steps multiply each mode by a polynomial in its eigenvalue
  have hpoly : ∃ p : ℝ[X], p.natDegree ≤ n ∧ p.eval 0 = 1 ∧
      ∀ u e₀, modeError α u e₀ n = p.eval u * e₀ := by
    induction n with
    | zero => exact ⟨1, by simp, by simp, fun u e₀ => by simp [modeError]⟩
    | succ k ih =>
      obtain ⟨p, hdeg, hp, he⟩ := ih
      have h1 : (C 1 - C (α k) * X : ℝ[X]).natDegree ≤ 1 := by compute_degree
      refine ⟨(C 1 - C (α k) * X) * p, natDegree_mul_le.trans (by omega), ?_, ?_⟩
      · simp [hp]
      · intro u e₀
        simp only [modeError, he, eval_mul, eval_sub, eval_C, eval_X]
        ring
  obtain ⟨p, hdeg, hp, he⟩ := hpoly
  obtain ⟨⟨u, hu, hlow⟩, hr⟩ := polynomial_acceleration_limit hm hmL hdeg hp
  refine ⟨u, hu, fun e₀ => ?_⟩
  rw [he, abs_mul]
  exact mul_le_mul_of_nonneg_right (hr.trans hlow) (abs_nonneg _)

end

end PolynomialAccelerationLimit
```

```lean
#print axioms PolynomialAccelerationLimit.chebyshev_minimax
#print axioms PolynomialAccelerationLimit.mixing_schedule_limit
```

```
'PolynomialAccelerationLimit.chebyshev_minimax' depends on axioms: [propext, Classical.choice, Quot.sound]
'PolynomialAccelerationLimit.mixing_schedule_limit' depends on axioms: [propext, Classical.choice, Quot.sound]
```

## How the proof follows the derivation

`chebyshev_recursion` restates the recursion for natural indices, and `chebyshev_degree_le` derives the degree bound from it. In `chebyshev_closed_form`, the `linear_combination` step supplies the term with $rs-1$.

`chebyshev_obstruction` is the root count. `hsign` gives the alternating signs and `hanti` the ordering of the $t_k$. `intermediate_value_Ioo` then produces a root in each gap, and `choose!` names these roots `z k`. They are strictly decreasing by `hzlt`, hence distinct, and `hnot` separates them from $\sigma$. Mathlib's root-counting lemma forces `D = 0`, which `hsign 0` refutes.

In `rate_window`, `key` is the identity in $a$ and $b$. The closing `nlinarith` calls derive the two inequalities from $r^n\cdot r^{-n}=1$ and $0<r^n\le1$.

`polynomial_acceleration_limit` assumes the contrary, composes $p$ with the affine polynomial `A` and applies the obstruction with $c=1/T_n(\sigma)$. `chebyshev_minimax` uses the inverse affine map to build $p_*$, and writes its argument as a cosine through `Real.cos_arccos` to bound $|T_n|$ by 1. The lower-bound half is the previous theorem.

`mixing_schedule_limit` builds the error polynomial by induction, one factor $1-\alpha_k u$ per step, and applies the polynomial bound to it.
